# A polynomial's first-order expansion is exact when the shift squares to zero

If a quantity depends polynomially on a parameter, shifting that parameter by an element `e` with `e ^ 2 = 0` changes the quantity by exactly its first derivative times `e`, with no higher-order terms. In symbols, p(x + e) = p(x) + p′(x)e for every polynomial p over a commutative ring and every x in that ring. Here `e` is an algebraic element whose square vanishes, not a small real number; among the reals only zero qualifies. The attempt goes by induction on the polynomial, treating constants, sums, and the step that raises a monomial's degree by one, where it uses the product rule.

The first attempt, which Lean rejects:

```lean
import Mathlib

open Polynomial

namespace HyperDualDerivatives

noncomputable section

variable {R : Type*} [CommRing R]

/-- First-order rule: a polynomial evaluated at `x + e` with `e² = 0` is its value at `x`
plus its derivative at `x` times `e`. -/
theorem eval_add_dual (p : R[X]) (x : R) {e : R} (he : e ^ 2 = 0) :
    p.eval (x + e) = p.eval x + p.derivative.eval x * e := by
  induction p using Polynomial.induction_on with
  | C c => simp
  | add p q hp hq =>
    simp only [eval_add, derivative_add]
    linear_combination hp + hq
  | monomial n c ih =>
    -- raise the degree by one factor of `X` and use the product rule
    have hX : (C c * X ^ (n + 1) : R[X]) = (C c * X ^ n) * X := by ring
    rw [hX, derivative_mul, derivative_X, eval_mul, eval_mul, eval_add, eval_mul, eval_mul,
      eval_X, eval_X, eval_one]
    linear_combination (x + e) * ih + (derivative (C c * X ^ n)).eval x * he

end

end HyperDualDerivatives
```

The error:

```
Main.lean:24:22: error: Tactic `rewrite` failed: Did not find an occurrence of the pattern
  eval ?m.180 1
in the target expression
  eval (x + e) (C c) * eval (x + e) (X ^ n) * (x + e) =
    eval x (C c) * eval x (X ^ n) * x + (eval x (derivative (C c * X ^ n) * X) + eval x (C c * X ^ n * 1)) * e

case monomial
R : Type u_1
inst✝ : CommRing R
x e : R
he : e ^ 2 = 0
n : ℕ
c : R
ih : eval (x + e) (C c * X ^ n) = eval x (C c * X ^ n) + eval x (derivative (C c * X ^ n)) * e
hX : C c * X ^ (n + 1) = C c * X ^ n * X
⊢ eval (x + e) (C c) * eval (x + e) (X ^ n) * (x + e) =
    eval x (C c) * eval x (X ^ n) * x + (eval x (derivative (C c * X ^ n) * X) + eval x (C c * X ^ n * 1)) * e
```

Diagnosis. The error says that `rw` reached `eval_one` and found no evaluation of the polynomial `1` to rewrite. The `1` is there, but inside a product, in `eval x (C c * X ^ n * 1)`. The four uses of `eval_mul` had gone elsewhere: they split the two value terms, and broke up the monomial `C c * X ^ n` as well, leaving the products in the derivative term intact. Breaking up the monomial does harm of its own, since the induction hypothesis `ih` still speaks of it whole.

The repair keeps `rw [hX]`, then uses `generalize` to replace the monomial by a single polynomial `q` in both `ih` and the goal, so `eval_mul` can no longer split it. `simp only` applies the rules wherever they fit, rather than a fixed number of times, and `mul_one` turns `q * 1` into `q`, so `eval_one` is not needed. The final `linear_combination` is the same algebra as before, rewritten in terms of `q`.

Fix (accepted with no message):

```diff
@@ -21,7 +21,8 @@
     -- raise the degree by one factor of `X` and use the product rule
     have hX : (C c * X ^ (n + 1) : R[X]) = (C c * X ^ n) * X := by ring
-    rw [hX, derivative_mul, derivative_X, eval_mul, eval_mul, eval_add, eval_mul, eval_mul,
-      eval_X, eval_X, eval_one]
-    linear_combination (x + e) * ih + (derivative (C c * X ^ n)).eval x * he
+    rw [hX]
+    generalize (C c * X ^ n : R[X]) = q at ih ⊢
+    simp only [derivative_mul, derivative_X, eval_mul, eval_add, eval_X, mul_one]
+    linear_combination (x + e) * ih + q.derivative.eval x * he
 
 end
```
